# Restricted Hartree-Fock overestimates the zero-bias response of the repulsive Hubbard dimer

Take two electrons on two sites with hopping $t=1$, on-site repulsion $U=3$ and no bias. The exact singlet ground state has weight $1/5$ on the doubly occupied configurations $|20\rangle,|02\rangle$; the best closed-shell determinant has $1/2$. A bias $\tfrac d2(n_1-n_2)$ acts only on these configurations, and the determinant has more of them to polarise.

## The model

The Hamiltonian matrix is the starting point, in the basis $|20\rangle$, $|02\rangle$, covalent singlet.

In Lean 4 with Mathlib:

```lean
import Mathlib

open Filter Topology

namespace HubbardDimerResponse

noncomputable section

/-- Singlet Hamiltonian of the two-electron Hubbard dimer with bias `(d/2)(n₁ - n₂)`, in the
basis `|20⟩`, `|02⟩`, covalent singlet. -/
def ham (t U d : ℝ) : Matrix (Fin 3) (Fin 3) ℝ :=
  !![U + d, 0, -(√2 * t); 0, U - d, -(√2 * t); -(√2 * t), -(√2 * t), 0]
```

A state has real coefficients $v_0,v_1,v_2$ (`v 0`, `v 1`, `v 2`). This suffices for the exact ground energy, since the matrix is real symmetric. Below, $\langle H\rangle$ stands for $v^{\mathsf T}Hv$, which is the expectation value when $v$ is normalised.

```lean
/-- The quadratic form `vᵀHv`; for normalised real coefficients `v` it is the energy expectation
value of the singlet. -/
def energy (t U d : ℝ) (v : Fin 3 → ℝ) : ℝ := dotProduct v ((ham t U d).mulVec v)

/-- The normalised singlets with real coefficients. -/
def singlets : Set (Fin 3 → ℝ) := {v | v 0 ^ 2 + v 1 ^ 2 + v 2 ^ 2 = 1}
```

Restricted Hartree-Fock keeps only double occupation of one real orbital, with angle $\theta$.

```lean
/-- The closed-shell determinant with the orbital `cos θ |1⟩ + sin θ |2⟩` doubly occupied. -/
def determinant (θ : ℝ) : Fin 3 → ℝ :=
  ![Real.cos θ ^ 2, Real.sin θ ^ 2, √2 * Real.cos θ * Real.sin θ]
```

Both ground energies $E(d)$ are infima of the same expectation value, over `singlets` or over `Set.range determinant`.

```lean
/-- Infimum of `energy` over a set `K` of trial states, as a function of the bias `d`; it is
attained when `K` is nonempty and compact. -/
def groundEnergy (K : Set (Fin 3 → ℝ)) (t U d : ℝ) : ℝ := sInf (energy t U d '' K)
```

`HasResponse E α` says that $E$ is differentiable near $d=0$ and $-E''(0)=\alpha$. The orbitals relax with the bias, so this is the coupled response.

```lean
/-- The energy `E` is differentiable near zero bias and `-E''(0) = α`. -/
def HasResponse (E : ℝ → ℝ) (α : ℝ) : Prop :=
  (∀ᶠ d in 𝓝 0, DifferentiableAt ℝ E d) ∧ HasDerivAt (deriv E) (-α) 0
```

## (a) The energy in coefficients

Show that
$$\langle H\rangle=(U+d)v_0^2+(U-d)v_1^2-2\sqrt2\,t(v_0+v_1)v_2.$$

**Solution.** The diagonal gives the squares; each hopping element occurs twice.

```lean
/-- The quadratic form `energy` written out in the coefficients `v`, normalised or not. -/
theorem energy_eq (t U d : ℝ) (v : Fin 3 → ℝ) : energy t U d v =
    (U + d) * v 0 ^ 2 + (U - d) * v 1 ^ 2 - 2 * √2 * t * (v 0 + v 1) * v 2 := by
  simp [energy, ham, dotProduct, Matrix.mulVec, Fin.sum_univ_three]
  ring
```

## (b) A variational bound

For a nonempty compact set of trial states, show that a minimiser $v(d)$ exists and, with $m=v_0^2-v_1^2$ (half the site density difference if $v$ is normalised),
$$E(d')\le E(d)+(d'-d)\,m(d).$$

**Solution.** A continuous energy attains its minimum on a compact set. Use $v(d)$ as trial state at $d'$: by (a) its energy is linear in the bias, with slope $m(d)$. `choose` selects one minimiser per bias.

```lean
/-- In a nonempty compact set of trial states a lowest state exists at each bias, and its energy
at another bias bounds the ground energy there from above. -/
theorem exists_ground_state {K : Set (Fin 3 → ℝ)} (hK : IsCompact K) (hne : K.Nonempty)
    (t U : ℝ) : ∃ v : ℝ → Fin 3 → ℝ,
      (∀ d, v d ∈ K ∧ energy t U d (v d) = groundEnergy K t U d ∧
        ∀ w ∈ K, groundEnergy K t U d ≤ energy t U d w) ∧
      ∀ d d', groundEnergy K t U d' ≤
        groundEnergy K t U d + (d' - d) * (v d 0 ^ 2 - v d 1 ^ 2) := by
  have h : ∀ d, ∃ v, v ∈ K ∧ energy t U d v = groundEnergy K t U d ∧
      ∀ w ∈ K, groundEnergy K t U d ≤ energy t U d w := by
    intro d
    have hc : Continuous (energy t U d) := by
      rw [funext (energy_eq t U d)]
      fun_prop
    obtain ⟨⟨v, hv, hve⟩, hmin⟩ := (hK.image hc).isLeast_sInf (hne.image _)
    exact ⟨v, hv, hve, fun w hw => hmin ⟨w, hw, rfl⟩⟩
  choose v hv using h
  refine ⟨v, hv, fun d d' => ?_⟩
  have h1 := (hv d').2.2 (v d) (hv d).1
  have h2 := (hv d).2.1
  rw [energy_eq] at h1 h2
  linarith
```

## (c) Response from the density

Let (b)'s bound hold and, near $d=0$, let $m(d)=-d\,c(d)$ with $c$ continuous. Show that $-E''(0)=c(0)$.

**Solution.** Using the bound in both directions,
$$(y-d)m(y)\le E(y)-E(d)\le(y-d)m(d).$$
Continuity of $m$ gives $E'=m$ (Hellmann-Feynman), so $E''(0)=\lim_{d\to0} m(d)/d=-c(0)$.

The device here is `hasDerivAt_iff_isLittleO`. It restates $E'(d)=m(d)$ as
$$|E(y)-E(d)-(y-d)m(d)|\le\varepsilon|y-d|$$
for $y$ near $d$, for each $\varepsilon>0$. The two bounds give this once $|m(y)-m(d)|<\varepsilon$, without dividing by $y-d$ or differentiating the minimiser.

```lean
/-- Hellmann-Feynman response: if `m` bounds the energy changes variationally and
`m(d) = -d c(d)` near zero bias with `c` continuous there, then `-E''(0) = c(0)`. -/
theorem response_of_density {E m c : ℝ → ℝ}
    (h : ∀ d d', E d' ≤ E d + (d' - d) * m d)
    (hm : ∀ᶠ d in 𝓝 0, m d = d * -c d) (hc : ∀ᶠ d in 𝓝 0, ContinuousAt c d) :
    HasResponse E (c 0) := by
  -- first derivative: the energy change lies between the two linear estimates
  have hE : ∀ᶠ d in 𝓝 0, HasDerivAt E (m d) d := by
    filter_upwards [hm.eventually_nhds, hc] with d hd hcd
    have hmd : ContinuousAt m d :=
      (continuousAt_id.mul hcd.neg).congr (hd.mono fun x hx => hx.symm)
    rw [hasDerivAt_iff_isLittleO, Asymptotics.isLittleO_iff]
    intro ε hε
    filter_upwards [Metric.continuousAt_iff'.mp hmd ε hε] with y hy
    rw [Real.dist_eq] at hy
    have h1 := h d y
    have h2 := h y d
    have h3 := neg_abs_le ((m y - m d) * (y - d))
    have h4 := abs_nonneg ((m y - m d) * (y - d))
    have h5 : |(m y - m d) * (y - d)| ≤ ε * |y - d| := by
      rw [abs_mul]
      exact mul_le_mul_of_nonneg_right hy.le (abs_nonneg _)
    rw [smul_eq_mul, Real.norm_eq_abs, Real.norm_eq_abs]
    exact abs_le.2 ⟨by linarith, by linarith⟩
  refine ⟨hE.mono fun d hd => hd.differentiableAt, ?_⟩
  -- second derivative: the slope of `m` at zero is `-c 0`
  have hs : HasDerivAt (fun d => d * -c d) (-c 0) 0 := by
    rw [hasDerivAt_iff_tendsto_slope]
    refine (hc.self_of_nhds.neg.tendsto.mono_left nhdsWithin_le_nhds).congr' ?_
    filter_upwards [self_mem_nhdsWithin] with d hd
    have hd' : d ≠ 0 := hd
    simp only [slope_def_field, zero_mul, sub_zero]
    exact (mul_div_cancel_left₀ _ hd').symm
  refine hs.congr_of_eventuallyEq ?_
  filter_upwards [hE, hm] with d h1 h2
  rw [h1.deriv, h2]
```

## (d) The Schrödinger equation from minimality

For a normalised singlet of lowest energy $e$, show that
$$(U+d-e)v_0=(U-d-e)v_1=\sqrt2\,t\,v_2,\qquad -\sqrt2\,t(v_0+v_1)=e\,v_2.$$

**Solution.** By scaling, $\langle H\rangle-e|w|^2\ge0$ for every real $w$, with equality at $v$. Shifting one coefficient by $x$ gives $ax^2+bx\ge0$ for all $x$, hence $b=0$ (`discrim_le_zero` gives $b^2\le0$). Here $b$ is twice that component of $(H-e)v$.

```lean
/-- A normalised singlet of lowest energy `e` obeys the Schrödinger equation, here written in
components. -/
theorem schrodinger {t U d e : ℝ} {v : Fin 3 → ℝ} (hv : v ∈ singlets)
    (he : energy t U d v = e) (hmin : ∀ w ∈ singlets, e ≤ energy t U d w) :
    (U + d - e) * v 0 = √2 * t * v 2 ∧ (U - d - e) * v 1 = √2 * t * v 2 ∧
      -(√2 * t * (v 0 + v 1)) = e * v 2 := by
  have hN : v 0 ^ 2 + v 1 ^ 2 + v 2 ^ 2 = 1 := hv
  -- the variational bound for vectors of any length
  have hom : ∀ a b c : ℝ, e * (a ^ 2 + b ^ 2 + c ^ 2) ≤
      (U + d) * a ^ 2 + (U - d) * b ^ 2 - 2 * √2 * t * (a + b) * c := by
    intro a b c
    rcases (by positivity : 0 ≤ a ^ 2 + b ^ 2 + c ^ 2).eq_or_lt with h0 | hpos
    · have ha : a = 0 := by nlinarith [sq_nonneg a, sq_nonneg b, sq_nonneg c]
      have hb : b = 0 := by nlinarith [sq_nonneg a, sq_nonneg b, sq_nonneg c]
      have hc : c = 0 := by nlinarith [sq_nonneg a, sq_nonneg b, sq_nonneg c]
      simp [ha, hb, hc]
    · obtain ⟨s, hs⟩ : ∃ s : ℝ, s ^ 2 = a ^ 2 + b ^ 2 + c ^ 2 := ⟨_, Real.sq_sqrt hpos.le⟩
      have h1 : (a / s) ^ 2 + (b / s) ^ 2 + (c / s) ^ 2 = 1 := by
        rw [div_pow, div_pow, div_pow, ← add_div, ← add_div, hs, div_self hpos.ne']
      have h2 := hmin ![a / s, b / s, c / s] h1
      rw [energy_eq] at h2
      have h3 : e ≤ ((U + d) * a ^ 2 + (U - d) * b ^ 2 - 2 * √2 * t * (a + b) * c) / s ^ 2 :=
        h2.trans_eq (by
          change (U + d) * (a / s) ^ 2 + (U - d) * (b / s) ^ 2
            - 2 * √2 * t * (a / s + b / s) * (c / s) = _
          ring)
      rwa [hs, le_div_iff₀ hpos] at h3
  have key : ∀ a b : ℝ, (∀ x : ℝ, 0 ≤ a * (x * x) + b * x + 0) → b = 0 := by
    intro a b h
    have h1 := discrim_le_zero h
    unfold discrim at h1
    exact pow_eq_zero_iff two_ne_zero |>.1 (le_antisymm (by linarith) (sq_nonneg b))
  rw [energy_eq] at he
  have hq : e * (v 0 ^ 2 + v 1 ^ 2 + v 2 ^ 2) = e := by rw [hN, mul_one]
  -- vary one coefficient at a time
  have k0 := key (U + d - e) (2 * ((U + d - e) * v 0 - √2 * t * v 2))
    fun x => by linarith [hom (v 0 + x) (v 1) (v 2)]
  have k1 := key (U - d - e) (2 * ((U - d - e) * v 1 - √2 * t * v 2))
    fun x => by linarith [hom (v 0) (v 1 + x) (v 2)]
  have k2 := key (-e) (2 * (-(√2 * t * (v 0 + v 1)) - e * v 2))
    fun x => by linarith [hom (v 0) (v 1) (v 2 + x)]
  exact ⟨by linarith, by linarith, by linarith⟩
```

## (e) The exact response

For $t,U>0$ and $R=\sqrt{U^2+16t^2}$, show that
$$-E''(0)=\frac{2(R-U)}{R(R+U)}.$$

**Solution.** Put $e=E(d)$, $p=U+d-e$, $q=U-d-e$. The covalent singlet has energy $0$, so $e\le0$ and $p,q>0$ for $|d|<U$. By (d), $v_0=\sqrt2tv_2/p$ and $v_1=\sqrt2tv_2/q$. Normalising,
$$m=\frac{2t^2(q^2-p^2)}{p^2q^2+2t^2(p^2+q^2)}=-d\,\frac{8t^2(U-e)}{p^2q^2+2t^2(p^2+q^2)}.$$
The last fraction is $c(d)$. It is continuous because $|m|\le1$ in (b) makes $E$ Lipschitz.

At $d=0$ let $w=U-e$. Here $v_2\ne0$, since otherwise $v=0$, so (d) gives $ew=-4t^2$. Then $(U-2e)^2=R^2$, so $R=U-2e$, $w=(R+U)/2$, and
$$c(0)=\frac{8t^2}{w(w^2+4t^2)}=\frac{-2e}{w(w-e)}=\frac{2(R-U)}{R(R+U)}.$$
In the code, `linear_combination` and `ring` do this algebra with denominators cleared.

```lean
/-- For `t, U > 0` the exact singlet ground energy has `-E''(0) = 2(R-U)/(R(R+U))` with
`R = √(U² + 16t²)`. -/
theorem exact_response {t U R : ℝ} (ht : 0 < t) (hU : 0 < U) (hR : R = √(U ^ 2 + 16 * t ^ 2)) :
    HasResponse (groundEnergy singlets t U) (2 * (R - U) / (R * (R + U))) := by
  have hcov : (![0, 0, 1] : Fin 3 → ℝ) ∈ singlets := by simp [singlets]
  have hK : IsCompact singlets := by
    refine (isCompact_Icc (a := fun _ : Fin 3 => (-1 : ℝ)) (b := fun _ => 1)).of_isClosed_subset
      (isClosed_eq (by fun_prop) continuous_const) ?_
    intro v hv
    have hN : v 0 ^ 2 + v 1 ^ 2 + v 2 ^ 2 = 1 := hv
    have h : ∀ i, |v i| ≤ 1 := fun i => (sq_le_one_iff_abs_le_one _).1 (match i with
      | 0 => by nlinarith [sq_nonneg (v 1), sq_nonneg (v 2)]
      | 1 => by nlinarith [sq_nonneg (v 0), sq_nonneg (v 2)]
      | 2 => by nlinarith [sq_nonneg (v 0), sq_nonneg (v 1)])
    exact ⟨fun i => (abs_le.1 (h i)).1, fun i => (abs_le.1 (h i)).2⟩
  obtain ⟨v, hv, hsup⟩ := exists_ground_state hK ⟨_, hcov⟩ t U
  generalize groundEnergy singlets t U = E at hv hsup ⊢
  have hN : ∀ d, v d 0 ^ 2 + v d 1 ^ 2 + v d 2 ^ 2 = 1 := fun d => (hv d).1
  have hS := fun d => schrodinger (hv d).1 (hv d).2.1 (hv d).2.2
  have he : ∀ d, E d ≤ 0 := by
    intro d
    have h := (hv d).2.2 _ hcov
    rw [energy_eq] at h
    simpa using h
  have hEc : Continuous E := by
    refine (LipschitzWith.of_le_add fun x y => ?_).continuous
    have hm : |v y 0 ^ 2 - v y 1 ^ 2| ≤ 1 := abs_le.2
      ⟨by nlinarith [hN y, sq_nonneg (v y 0), sq_nonneg (v y 2)],
       by nlinarith [hN y, sq_nonneg (v y 1), sq_nonneg (v y 2)]⟩
    have h1 := le_abs_self ((x - y) * (v y 0 ^ 2 - v y 1 ^ 2))
    rw [abs_mul] at h1
    have h2 := mul_le_of_le_one_right (abs_nonneg (x - y)) hm
    rw [Real.dist_eq]
    linarith [hsup y x]
  have hD : ∀ d, |d| < U → 0 < (U + d - E d) ^ 2 * (U - d - E d) ^ 2
      + 2 * t ^ 2 * ((U + d - E d) ^ 2 + (U - d - E d) ^ 2) := by
    intro d hd
    have h := abs_lt.1 hd
    have hp : 0 < U + d - E d := by linarith [he d]
    have hr : 0 < U - d - E d := by linarith [he d]
    exact add_pos_of_pos_of_nonneg (mul_pos (pow_pos hp 2) (pow_pos hr 2)) (by positivity)
  have hev : ∀ᶠ d in 𝓝 (0 : ℝ), |d| < U := by
    filter_upwards [Metric.ball_mem_nhds (0 : ℝ) hU] with d hd
    simpa [Real.dist_eq] using hd
  have main := response_of_density (c := fun d => 8 * t ^ 2 * (U - E d) /
    ((U + d - E d) ^ 2 * (U - d - E d) ^ 2
      + 2 * t ^ 2 * ((U + d - E d) ^ 2 + (U - d - E d) ^ 2))) hsup
    (by
      filter_upwards [hev] with d hd
      obtain ⟨h0, h1, -⟩ := hS d
      have s2 : √2 ^ 2 = (2 : ℝ) := Real.sq_sqrt (by norm_num)
      have A : (U + d - E d) ^ 2 * v d 0 ^ 2 = 2 * t ^ 2 * v d 2 ^ 2 := by
        rw [← mul_pow, h0, mul_pow, mul_pow, s2]
      have B : (U - d - E d) ^ 2 * v d 1 ^ 2 = 2 * t ^ 2 * v d 2 ^ 2 := by
        rw [← mul_pow, h1, mul_pow, mul_pow, s2]
      rw [← neg_div, ← mul_div_assoc, eq_div_iff (hD d hd).ne']
      linear_combination (U - d - E d) ^ 2 * A - (U + d - E d) ^ 2 * B
        + 2 * t ^ 2 * ((U - d - E d) ^ 2 - (U + d - E d) ^ 2) * hN d + 4 * t ^ 2 * (A - B))
    (by
      filter_upwards [hev] with d hd
      exact ContinuousAt.div (by fun_prop) (by fun_prop) (hD d hd).ne')
  -- the unbiased ground energy solves `e (U - e) = -4 t²`
  have hw : 0 < U - E 0 := by linarith [he 0]
  have hq : E 0 * (U - E 0) = -4 * t ^ 2 := by
    obtain ⟨h0, h1, h2⟩ := hS 0
    have s2 : √2 ^ 2 = (2 : ℝ) := Real.sq_sqrt (by norm_num)
    have hz : v 0 2 ≠ 0 := by
      intro hz
      rw [hz, mul_zero] at h0 h1
      have hx := (mul_eq_zero.1 h0).resolve_left (by linarith)
      have hy := (mul_eq_zero.1 h1).resolve_left (by linarith)
      have := hN 0
      rw [hx, hy, hz] at this
      norm_num at this
    apply mul_right_cancel₀ hz
    linear_combination -(U - E 0) * h2 - √2 * t * h0 - √2 * t * h1 - 2 * t ^ 2 * v 0 2 * s2
  have hR' : R = U - 2 * E 0 := by
    rw [hR, show U ^ 2 + 16 * t ^ 2 = (U - 2 * E 0) ^ 2 by linear_combination 4 * hq,
      Real.sqrt_sq (by linarith [he 0])]
  have ht2 : t ^ 2 = -(E 0 * (U - E 0)) / 4 := by linarith
  have hval : 2 * (R - U) / (R * (R + U)) = 8 * t ^ 2 * (U - E 0) /
      ((U + 0 - E 0) ^ 2 * (U - 0 - E 0) ^ 2
        + 2 * t ^ 2 * ((U + 0 - E 0) ^ 2 + (U - 0 - E 0) ^ 2)) := by
    have hRp : 0 < R := by linarith [he 0]
    rw [div_eq_div_iff (by positivity) (hD 0 (by simpa using hU)).ne', hR', ht2]
    ring
  rw [hval]
  exact main
```

## (f) The energy of a determinant

Show that
$$\langle H\rangle=\tfrac U2(1+\cos^22\theta)+d\cos2\theta-2t\sin2\theta.$$

**Solution.** Insert $v_0+v_1=1$, $v_0-v_1=\cos2\theta$ and $v_2=\sin2\theta/\sqrt2$ in (a).

```lean
/-- Energy of a closed-shell determinant in terms of its orbital angle. -/
theorem energy_determinant (t U d θ : ℝ) : energy t U d (determinant θ) =
    U / 2 * (1 + Real.cos (2 * θ) ^ 2) + d * Real.cos (2 * θ) - 2 * t * Real.sin (2 * θ) := by
  have s2 : √2 ^ 2 = (2 : ℝ) := Real.sq_sqrt (by norm_num)
  rw [energy_eq]
  change (U + d) * (Real.cos θ ^ 2) ^ 2 + (U - d) * (Real.sin θ ^ 2) ^ 2
    - 2 * √2 * t * (Real.cos θ ^ 2 + Real.sin θ ^ 2) * (√2 * Real.cos θ * Real.sin θ) = _
  rw [Real.cos_two_mul, Real.sin_two_mul, Real.sin_sq]
  linear_combination (-2 * t * Real.cos θ * Real.sin θ) * s2
```

## (g) The Hartree-Fock response

For $t,U>0$, show that $-E''(0)=1/(2t+U)$.

**Solution.** The determinants form a compact set, since they depend continuously and periodically on $\theta$. At a minimiser $m=\cos2\theta$; write $s=\sin2\theta$. Stationarity in $\theta$ reads
$$m(2t+Us)=-ds.$$
Comparing $\theta$ with $-\theta$ gives $s\ge0$; $s=0$ would force $m=0$, contradicting $m^2+s^2=1$. So $s>0$ and $c=s/(2t+Us)$.

For continuity, write stationarity as $d+Um=-2tm/s$. Since $m/s=m/\sqrt{1-m^2}$ increases with $m$, two biases $x,y$ satisfy $U|m(x)-m(y)|\le|x-y|$; `hid` is the division-free version. Thus $m$ and $s=\sqrt{1-m^2}$ are continuous. At $d=0$, $m=0$ and $s=1$, giving $c(0)=1/(2t+U)$.

```lean
/-- For `t, U > 0` the restricted Hartree-Fock ground energy has `-E''(0) = 1/(2t+U)`. -/
theorem hartreeFock_response {t U : ℝ} (ht : 0 < t) (hU : 0 < U) :
    HasResponse (groundEnergy (Set.range determinant) t U) (1 / (2 * t + U)) := by
  have hcont : Continuous determinant := continuous_pi fun i => by
    fin_cases i <;> simp [determinant] <;> fun_prop
  have hper : Function.Periodic determinant (2 * Real.pi) := fun x => by simp [determinant]
  obtain ⟨v, hv, hsup⟩ := exists_ground_state
    (hper.compact_of_continuous (by positivity) hcont) (Set.range_nonempty _) t U
  generalize groundEnergy (Set.range determinant) t U = E at hv hsup ⊢
  choose θ hθ using fun d => (hv d).1
  have hmin : ∀ d x, energy t U d (determinant (θ d)) ≤ energy t U d (determinant x) := by
    intro d x
    rw [hθ, (hv d).2.1]
    exact (hv d).2.2 _ ⟨x, rfl⟩
  simp only [energy_determinant] at hmin
  obtain ⟨m, hm⟩ : ∃ m : ℝ → ℝ, ∀ d, m d = Real.cos (2 * θ d) := ⟨_, fun _ => rfl⟩
  obtain ⟨s, hs⟩ : ∃ s : ℝ → ℝ, ∀ d, s d = Real.sin (2 * θ d) := ⟨_, fun _ => rfl⟩
  have hms : ∀ d, m d ^ 2 + s d ^ 2 = 1 := fun d => by
    rw [hm, hs]
    exact Real.cos_sq_add_sin_sq _
  -- stationarity with respect to orbital rotation
  have hst : ∀ d, m d * (2 * t + U * s d) = -(d * s d) := by
    intro d
    have h2 : HasDerivAt (fun x : ℝ => 2 * x) 2 (θ d) := by
      simpa using (hasDerivAt_id (θ d)).const_mul 2
    have hder := ((((h2.cos.fun_mul h2.cos).const_add 1).const_mul (U / 2)).fun_add
      (h2.cos.const_mul d)).fun_sub (h2.sin.const_mul (2 * t))
    have hz := IsLocalMin.hasDerivAt_eq_zero
      (Filter.Eventually.of_forall fun x => by linarith [hmin d x]) hder
    rw [hm, hs]
    linarith
  have hpos : ∀ d, 0 < s d := by
    intro d
    have h := hmin d (-θ d)
    rw [mul_neg, Real.cos_neg, Real.sin_neg, ← hs] at h
    have h0 : 0 ≤ s d := by
      by_contra hn
      nlinarith [mul_pos ht (neg_pos.2 (not_le.1 hn))]
    refine lt_of_le_of_ne h0 fun hz => ?_
    have h1 := hst d
    have h2 := hms d
    rw [← hz] at h1 h2
    have h3 : m d = 0 := (mul_eq_zero.1 (by linarith : m d * (2 * t) = 0)).resolve_right
      (by positivity)
    rw [h3] at h2
    norm_num at h2
  -- the density responds continuously to the bias
  have hmc : Continuous m := by
    have hL : LipschitzWith 1 fun d => U * m d := by
      refine LipschitzWith.of_le_add fun x y => ?_
      rw [Real.dist_eq]
      rcases le_or_gt (m x) (m y) with h | h
      · linarith [mul_le_mul_of_nonneg_left h hU.le, abs_nonneg (x - y)]
      · have hcs : 0 ≤ 1 - s x * s y - m x * m y := by
          nlinarith [hms x, hms y, sq_nonneg (m x - m y), sq_nonneg (s x - s y)]
        have hid : s x * s y * ((m x - m y) * ((x - y) + U * (m x - m y))) =
            -(2 * t * ((s x + s y) * (1 - s x * s y - m x * m y))) := by
          linear_combination (m x - m y) * s y * hst x - (m x - m y) * s x * hst y
            - 2 * t * s y * hms x - 2 * t * s x * hms y
        have hn : 0 ≤ 2 * t * ((s x + s y) * (1 - s x * s y - m x * m y)) :=
          mul_nonneg (by positivity) (mul_nonneg (add_pos (hpos x) (hpos y)).le hcs)
        have hb : (x - y) + U * (m x - m y) ≤ 0 := by
          by_contra hc
          have := mul_pos (mul_pos (hpos x) (hpos y)) (mul_pos (sub_pos.2 h) (not_le.1 hc))
          linarith
        linarith [neg_abs_le (x - y)]
    exact (hL.continuous.div_const U).congr fun d => mul_div_cancel_left₀ _ hU.ne'
  have hsc : Continuous s := by
    have h : Continuous fun d => √(1 - m d ^ 2) := by fun_prop
    refine h.congr fun d => ?_
    rw [show 1 - m d ^ 2 = s d ^ 2 by linarith [hms d], Real.sqrt_sq (hpos d).le]
  have hden : ∀ d, 0 < 2 * t + U * s d := fun d => by
    have := mul_pos hU (hpos d)
    linarith
  have hdens : ∀ d, v d 0 ^ 2 - v d 1 ^ 2 = m d := by
    intro d
    rw [← hθ d, hm, Real.cos_two_mul]
    change (Real.cos (θ d) ^ 2) ^ 2 - (Real.sin (θ d) ^ 2) ^ 2 = _
    rw [Real.sin_sq]
    ring
  have main := response_of_density (c := fun d => s d / (2 * t + U * s d)) hsup
    (Filter.Eventually.of_forall fun d => by
      rw [hdens, ← neg_div, ← mul_div_assoc, eq_div_iff (hden d).ne', hst]
      ring)
    (Filter.Eventually.of_forall fun d =>
      ContinuousAt.div (by fun_prop) (by fun_prop) (hden d).ne')
  have hm0 : m 0 = 0 := (mul_eq_zero.1 (by
    rw [hst 0]
    ring : m 0 * (2 * t + U * s 0) = 0)).resolve_right (hden 0).ne'
  have hs0 : s 0 = 1 := by
    have h := hms 0
    rw [hm0] at h
    nlinarith [hpos 0]
  simpa only [hs0, mul_one] using main
```

## (h) The comparison

For $t,U>0$, combine (e) and (g) and show that
$$\frac{2(R-U)}{R(R+U)}<\frac1{2t+U}.$$

**Solution.** Cross-multiplying leaves
$$R(R+U)-2(R-U)(2t+U)=(R-4t)(R-U)+2U^2>0,$$
since $R>4t$ and $R>U$. The opening example gives $1/10$ against $1/5$. For this two-site model at zero bias, coupled Hartree-Fock with a closed shell therefore overestimates the static polarisability.

```lean
/-- For `t, U > 0` the exact and the restricted Hartree-Fock ground energies of the dimer have
`-E''(0)` equal to `2(R-U)/(R(R+U))` and `1/(2t+U)`, where `R = √(U² + 16t²)`, and the exact
value is strictly smaller. -/
theorem exact_response_lt_hartreeFock {t U R : ℝ} (ht : 0 < t) (hU : 0 < U)
    (hR : R = √(U ^ 2 + 16 * t ^ 2)) :
    HasResponse (groundEnergy singlets t U) (2 * (R - U) / (R * (R + U))) ∧
    HasResponse (groundEnergy (Set.range determinant) t U) (1 / (2 * t + U)) ∧
    2 * (R - U) / (R * (R + U)) < 1 / (2 * t + U) := by
  refine ⟨exact_response ht hU hR, hartreeFock_response ht hU, ?_⟩
  have h1 : 4 * t < R := by
    rw [hR]
    exact (Real.lt_sqrt (by positivity)).2 (by nlinarith [pow_pos hU 2])
  have h2 : U < R := by
    rw [hR]
    exact (Real.lt_sqrt hU.le).2 (by nlinarith [pow_pos ht 2])
  have hRp : 0 < R := hU.trans h2
  rw [div_lt_div_iff₀ (by positivity) (by positivity)]
  nlinarith [mul_pos (sub_pos.2 h1) (sub_pos.2 h2), pow_pos hU 2]

end

end HubbardDimerResponse
```

```lean
#print axioms HubbardDimerResponse.exact_response_lt_hartreeFock
```

```
'HubbardDimerResponse.exact_response_lt_hartreeFock' depends on axioms: [propext, Classical.choice, Quot.sound]
```
